# A midpoint step with symmetric pair coefficients matched to the pair energies conserves energy, momentum and angular momentum

Q: Isolated particles whose forces come from pair energies that depend only on distance keep their total energy, momentum and angular momentum, and I want a finite time step to do the same. But the step is implicit, with the new state on both sides of the equations. Do you model it as a map or as a relation?

A: As a relation between two states. If the states before and after satisfy the update equations, their conserved quantities can be compared. That a solver finds such a new state is the step to a real simulation that the hypotheses leave open; an iteration stopped at a tolerance satisfies the equations only approximately.

The particles carry labels from a finite set `ι`, and each position or velocity is a real 3-vector.

```lean
import Mathlib

open Matrix

namespace EnergyMomentumPairIntegrator

noncomputable section

variable {ι : Type*} [Fintype ι]
```

Write x_i, v_i for the position and velocity before the step, and x_i', v_i' for those after it. The midpoints are y_i = (x_i + x_i')/2 and w_i = (v_i + v_i')/2.

```lean
/-- The midpoint of the values before and after a step, particle by particle. -/
def mid (a b : ι → Fin 3 → ℝ) : ι → Fin 3 → ℝ :=
  fun i => (1 / 2 : ℝ) • (a i + b i)
```

Q: Is the distance really Euclidean?

A: Yes. It is built from the dot product, because Mathlib's default norm on `Fin 3 → ℝ` is the largest absolute value of a component. I write r_ij and r_ij' for its values before and after. There are no periodic images.

```lean
/-- The Euclidean distance between particles `i` and `j`. -/
def sep (x : ι → Fin 3 → ℝ) (i j : ι) : ℝ :=
  √((x i - x j) ⬝ᵥ (x i - x j))
```

Q: And the force?

A: It acts along the lines joining the midpoints, with a coefficient g_ij that has the units of a spring constant and is positive for attraction:

F_i = −Σ_j g_ij (y_i − y_j)

```lean
/-- The force on particle `i` from pair forces along the connecting lines,
with coefficients `g i j`. -/
def pairForce (g : ι → ι → ℝ) (y : ι → Fin 3 → ℝ) (i : ι) : Fin 3 → ℝ :=
  -∑ j, g i j • (y i - y j)
```

The step of length h then consists of two equations:

x_i' − x_i = h w_i
m_i (v_i' − v_i) = h F_i

Nothing is assumed about the signs of h or the masses.

```lean
/-- One implicit step of length `h`: positions move with the mean velocity, and velocities
change by the pair forces evaluated at the midpoint positions. -/
structure IsStep (m : ι → ℝ) (g : ι → ι → ℝ) (h : ℝ)
    (x v x' v' : ι → Fin 3 → ℝ) : Prop where
  drift : ∀ i, x' i - x i = h • mid v v' i
  kick : ∀ i, m i • (v' i - v i) = h • pairForce g (mid x x') i
```

Q: Are the conserved quantities the textbook ones?

A: Momentum is Σ_i m_i v_i, and angular momentum is taken about the origin.

```lean
/-- Total momentum. -/
def momentum (m : ι → ℝ) (v : ι → Fin 3 → ℝ) : Fin 3 → ℝ :=
  ∑ i, m i • v i

/-- Total angular momentum about the origin. -/
def angularMomentum (m : ι → ℝ) (x v : ι → Fin 3 → ℝ) : Fin 3 → ℝ :=
  ∑ i, m i • (x i ⨯₃ v i)
```

The potential energy is half the sum over ordered pairs, so for symmetric V each pair counts once. The diagonal terms are constants and cancel in every comparison.

```lean
/-- Kinetic energy plus half the sum of the pair energies over ordered pairs; the terms with `i = j`
add only the constants `V i i 0 / 2`. -/
def energy (m : ι → ℝ) (V : ι → ι → ℝ → ℝ) (x v : ι → Fin 3 → ℝ) : ℝ :=
  ∑ i, m i / 2 * (v i ⬝ᵥ v i) + 1 / 2 * ∑ i, ∑ j, V i j (sep x i j)
```

Q: Where does the potential enter the force?

A: Through one condition, called `Matched`:

g_ij (r_ij'² − r_ij²)/2 = V_ij(r_ij') − V_ij(r_ij)

Physically, the work done by the pair force over the step equals the potential energy that the pair gives up.

```lean
/-- The coefficient times half the change of the squared distance equals the change of
the pair energy, for every pair. -/
def Matched (V : ι → ι → ℝ → ℝ) (g : ι → ι → ℝ) (x x' : ι → Fin 3 → ℝ) : Prop :=
  ∀ i j, g i j * (sep x' i j ^ 2 - sep x i j ^ 2) / 2
    = V i j (sep x' i j) - V i j (sep x i j)
```

One coefficient that achieves this is the secant slope of V_ij as a function of r²/2. If the distance is unchanged, the slope is undefined and a prescribed value c_ij takes its place.

```lean
/-- The secant slope of the pair energy in half the squared distance; where the distance
does not change, the prescribed value `c i j` is used instead. -/
def secant (V : ι → ι → ℝ → ℝ) (c : ι → ι → ℝ) (x x' : ι → Fin 3 → ℝ) (i j : ι) : ℝ :=
  if sep x' i j = sep x i j then c i j
  else 2 * (V i j (sep x' i j) - V i j (sep x i j)) / (sep x' i j ^ 2 - sep x i j ^ 2)
```

Q: Does that resemble the ordinary force for small steps?

A: It does in the limit. If x' → x through states with r_ij' ≠ r_ij, where r_ij > 0 and V_ij is continuously differentiable near r_ij, the slope tends to (1/r_ij) dV_ij/dr. The pair force then tends to −dV_ij/dr times the unit vector from j to i. This makes (1/r_ij) dV_ij/dr the natural choice for c_ij, although conservation holds for any symmetric choice.

Q: Then show me the conservation laws. Where does Newton's third law enter?

A: With symmetric g, the forces that two particles exert on each other are equal and opposite. The proofs use this through a statement about double sums. If a_ij = −a_ji, swapping the labels shows that the sum S equals −S, so S = 0.

```lean
/-- Action and reaction cancel: a double sum of antisymmetric pair terms is zero. -/
theorem sum_antisymm {M : Type*} [AddCommGroup M] [Module ℝ M] {a : ι → ι → M}
    (ha : ∀ i j, a i j = -a j i) : ∑ i, ∑ j, a i j = 0 := by
  have h : ∑ i, ∑ j, a i j = -∑ i, ∑ j, a i j := by
    calc ∑ i, ∑ j, a i j = ∑ i, ∑ j, -a j i :=
          Finset.sum_congr rfl fun i _ => Finset.sum_congr rfl fun j _ => ha i j
      _ = -∑ i, ∑ j, a j i := by simp only [Finset.sum_neg_distrib]
      _ = -∑ i, ∑ j, a i j := by rw [Finset.sum_comm]
  have h2 := eq_neg_iff_add_eq_zero.mp h
  calc ∑ i, ∑ j, a i j
      = (1 / 2 : ℝ) • (∑ i, ∑ j, a i j + ∑ i, ∑ j, a i j) := by module
    _ = 0 := by rw [h2, smul_zero]
```

Q: How much work do the forces do?

A: Put d_i = x_i' − x_i. Since g is symmetric, averaging the double sum with its relabelled copy gives

Σ_i d_i · F_i = −Σ_ij g_ij d_i · (y_i − y_j)
= −½ Σ_ij g_ij (d_i − d_j) · (y_i − y_j)

With R = x_i − x_j and R' = x_i' − x_j', the last dot product is (R' − R) · (R' + R)/2 = (r_ij'² − r_ij²)/2. Hence

Σ_i d_i · F_i = −½ Σ_ij g_ij (r_ij'² − r_ij²)/2

Lean arranges the averaging differently. It subtracts the symmetric half from each term, checks with `ring` in components that the remainder is antisymmetric, and applies `sum_antisymm`.

```lean
/-- For symmetric coefficients, the work of the midpoint pair forces over the displacement
is fixed by the changes of the squared distances. -/
theorem pairForce_work {g : ι → ι → ℝ} (hg : ∀ i j, g i j = g j i)
    (x x' : ι → Fin 3 → ℝ) :
    ∑ i, (x' i - x i) ⬝ᵥ pairForce g (mid x x') i
      = -(1 / 2 * ∑ i, ∑ j, g i j * (sep x' i j ^ 2 - sep x i j ^ 2) / 2) := by
  have sep_sq : ∀ (z : ι → Fin 3 → ℝ) i j,
      sep z i j ^ 2 = (z i - z j) ⬝ᵥ (z i - z j) := by
    intro z i j
    refine Real.sq_sqrt ?_
    simp only [dotProduct]
    exact Finset.sum_nonneg fun k _ => mul_self_nonneg _
  -- what remains after removing the symmetric part is antisymmetric in the pair
  have ha : ∀ i j, (x' i - x i) ⬝ᵥ (g i j • (mid x x' i - mid x x' j))
      - 1 / 2 * (g i j * (sep x' i j ^ 2 - sep x i j ^ 2) / 2)
      = -((x' j - x j) ⬝ᵥ (g j i • (mid x x' j - mid x x' i))
      - 1 / 2 * (g j i * (sep x' j i ^ 2 - sep x j i ^ 2) / 2)) := by
    intro i j
    rw [hg i j]
    simp only [sep_sq, mid, dotProduct, Fin.sum_univ_three, Pi.sub_apply, Pi.add_apply,
      Pi.smul_apply, smul_eq_mul]
    ring
  have key := sum_antisymm ha
  simp only [Finset.sum_sub_distrib, ← Finset.mul_sum] at key
  have hd : ∀ i, (x' i - x i) ⬝ᵥ pairForce g (mid x x') i
      = -∑ j, (x' i - x i) ⬝ᵥ (g i j • (mid x x' i - mid x x' j)) := by
    intro i
    simp only [pairForce, dotProduct, Fin.sum_univ_three, Pi.neg_apply, Finset.sum_apply,
      mul_neg, Finset.mul_sum, Finset.sum_add_distrib]
    ring
  simp only [hd, Finset.sum_neg_distrib]
  linarith
```

Q: Momentum should be immediate.

A: It is. Summing the velocity equation gives h Σ_i F_i, and g_ij (y_i − y_j) changes sign when i and j are swapped, so the total force is zero. The potential plays no part.

```lean
variable {m : ι → ℝ} {g : ι → ι → ℝ} {h : ℝ} {x v x' v' : ι → Fin 3 → ℝ}

/-- A step with symmetric coefficients conserves total momentum. -/
theorem momentum_conserved (hg : ∀ i j, g i j = g j i) (hs : IsStep m g h x v x' v') :
    momentum m v' = momentum m v := by
  have ha : ∀ i j, g i j • (mid x x' i - mid x x' j)
      = -(g j i • (mid x x' j - mid x x' i)) := by
    intro i j
    rw [hg i j]
    module
  have force : ∑ i, pairForce g (mid x x') i = 0 := by
    simp only [pairForce, Finset.sum_neg_distrib]
    rw [sum_antisymm ha, neg_zero]
  rw [← sub_eq_zero, momentum, momentum, ← Finset.sum_sub_distrib]
  simp only [← smul_sub, hs.kick]
  rw [← Finset.smul_sum, force, smul_zero]
```

Q: Angular momentum mixes old and new positions. Why is there no leftover?

A: The midpoints give an exact product rule:

m_i (x_i' × v_i' − x_i × v_i) = y_i × m_i (v_i' − v_i) + m_i (x_i' − x_i) × w_i

The last term is h m_i w_i × w_i = 0, and the first is h y_i × F_i. The total torque is

Σ_i y_i × F_i = −Σ_ij g_ij y_i × (y_i − y_j) = Σ_ij g_ij y_i × y_j = 0

because the cross product is antisymmetric and g is symmetric. In Lean, `hi` contains the product rule and `torque` the cancellation.

```lean
/-- A step with symmetric coefficients conserves total angular momentum. -/
theorem angularMomentum_conserved (hg : ∀ i j, g i j = g j i)
    (hs : IsStep m g h x v x' v') :
    angularMomentum m x' v' = angularMomentum m x v := by
  have ha : ∀ i j, mid x x' i ⨯₃ (g i j • (mid x x' i - mid x x' j))
      = -(mid x x' j ⨯₃ (g j i • (mid x x' j - mid x x' i))) := by
    intro i j
    rw [hg i j]
    simp only [map_smul, map_sub, cross_self]
    rw [← cross_anticomm (mid x x' i) (mid x x' j)]
    module
  have torque : ∑ i, mid x x' i ⨯₃ pairForce g (mid x x') i = 0 := by
    simp only [pairForce, map_neg, map_sum, Finset.sum_neg_distrib]
    rw [sum_antisymm ha, neg_zero]
  -- the discrete product rule leaves only the torque at the midpoint
  have hi : ∀ i, m i • (x' i ⨯₃ v' i) - m i • (x i ⨯₃ v i)
      = h • (mid x x' i ⨯₃ pairForce g (mid x x') i) := by
    intro i
    calc m i • (x' i ⨯₃ v' i) - m i • (x i ⨯₃ v i)
        = mid x x' i ⨯₃ (m i • (v' i - v i))
          + m i • ((x' i - x i) ⨯₃ mid v v' i) := by
          simp only [mid, map_add, map_sub, map_smul, LinearMap.add_apply,
            LinearMap.sub_apply, LinearMap.smul_apply]
          module
      _ = h • (mid x x' i ⨯₃ pairForce g (mid x x') i) := by
          rw [hs.kick i, hs.drift i]
          simp only [map_smul, LinearMap.smul_apply, cross_self, smul_zero, add_zero]
  rw [← sub_eq_zero, angularMomentum, angularMomentum, ← Finset.sum_sub_distrib]
  simp only [hi]
  rw [← Finset.smul_sum, torque, smul_zero]
```

Q: And energy, before you impose the matching condition?

A: For each particle,

½ m_i (|v_i'|² − |v_i|²) = w_i · m_i (v_i' − v_i) = h w_i · F_i = d_i · F_i

Summing, inserting the work formula and adding the potential change gives

ΔE = ½ Σ_ij [V_ij(r_ij') − V_ij(r_ij) − g_ij (r_ij'² − r_ij²)/2]

This holds for any symmetric g. The Lean proof establishes the kinetic identity as `hi`, sums it, and combines it with `pairForce_work`.

```lean
/-- For symmetric coefficients, the energy error of a step is half the sum over ordered
pairs of the mismatch between pair-energy change and coefficient term. -/
theorem energy_balance (V : ι → ι → ℝ → ℝ) (hg : ∀ i j, g i j = g j i)
    (hs : IsStep m g h x v x' v') :
    energy m V x' v' - energy m V x v
      = 1 / 2 * ∑ i, ∑ j, (V i j (sep x' i j) - V i j (sep x i j)
          - g i j * (sep x' i j ^ 2 - sep x i j ^ 2) / 2) := by
  -- the kinetic energy gained by each particle is the work done on it
  have hi : ∀ i, m i / 2 * (v' i ⬝ᵥ v' i) - m i / 2 * (v i ⬝ᵥ v i)
      = (x' i - x i) ⬝ᵥ pairForce g (mid x x') i := by
    intro i
    calc m i / 2 * (v' i ⬝ᵥ v' i) - m i / 2 * (v i ⬝ᵥ v i)
        = mid v v' i ⬝ᵥ (m i • (v' i - v i)) := by
          simp only [mid, dotProduct, Fin.sum_univ_three, Pi.sub_apply, Pi.add_apply,
            Pi.smul_apply, smul_eq_mul]
          ring
      _ = (x' i - x i) ⬝ᵥ pairForce g (mid x x') i := by
          rw [hs.kick i, hs.drift i, dotProduct_smul, smul_dotProduct]
  have hk := Finset.sum_congr (rfl : (Finset.univ : Finset ι) = Finset.univ)
    (fun i _ => hi i)
  rw [Finset.sum_sub_distrib, pairForce_work hg] at hk
  simp only [energy, Finset.sum_sub_distrib]
  linarith
```

Under `Matched` every bracket is zero. The main theorem therefore says: for any step with symmetric g that satisfies the matching condition, all three totals are the same before and after.

```lean
/-- A step with symmetric coefficients matched to the pair-energy changes conserves total
energy, momentum and angular momentum. -/
theorem energy_momentum_conserved {V : ι → ι → ℝ → ℝ} (hg : ∀ i j, g i j = g j i)
    (hs : IsStep m g h x v x' v') (hV : Matched V g x x') :
    energy m V x' v' = energy m V x v ∧ momentum m v' = momentum m v ∧
      angularMomentum m x' v' = angularMomentum m x v := by
  refine ⟨?_, momentum_conserved hg hs, angularMomentum_conserved hg hs⟩
  have hb := energy_balance V hg hs
  simp only [hV _ _, sub_self, Finset.sum_const_zero, mul_zero] at hb
  exact sub_eq_zero.mp hb
```

Q: What if I keep g symmetric but ignore the matching?

A: Take two unit masses at (±3, 0, 0) with velocities (0, ±3, 0), a spring energy r²/2, h = 1 and g = 0. They fly freely to (±3, ±3, 0). The kinetic energy stays 9 while the spring energy rises from 18 to 36. Momentum and angular momentum survive, but symmetry alone does not secure the energy.

Q: Does the secant coefficient always match?

A: Yes, and it is symmetric when V and c are. If r_ij' = r_ij, both sides of the condition vanish. Otherwise the squared distances differ, because distances are nonnegative, and the denominator cancels. The Lean proof splits into the same two cases.

```lean
omit [Fintype ι] in
/-- For symmetric pair energies and symmetric prescribed values, the secant coefficients
are symmetric and matched to the pair-energy changes. -/
theorem secant_symm_matched {V : ι → ι → ℝ → ℝ} {c : ι → ι → ℝ}
    (hV : ∀ i j, V i j = V j i) (hc : ∀ i j, c i j = c j i) (x x' : ι → Fin 3 → ℝ) :
    (∀ i j, secant V c x x' i j = secant V c x x' j i) ∧
      Matched V (secant V c x x') x x' := by
  have sep_comm : ∀ (z : ι → Fin 3 → ℝ) i j, sep z i j = sep z j i := by
    intro z i j
    unfold sep
    congr 1
    simp only [dotProduct, Fin.sum_univ_three, Pi.sub_apply]
    ring
  constructor
  · intro i j
    unfold secant
    rw [sep_comm x i j, sep_comm x' i j, hV i j, hc i j]
  · intro i j
    by_cases e : sep x' i j = sep x i j
    · simp [e]
    · have p : 0 ≤ sep x i j := Real.sqrt_nonneg _
      have p' : 0 ≤ sep x' i j := Real.sqrt_nonneg _
      have hne : sep x' i j ^ 2 - sep x i j ^ 2 ≠ 0 := fun h0 =>
        e ((sq_eq_sq₀ p' p).mp (sub_eq_zero.mp h0))
      rw [secant, if_neg e]
      field_simp
```

Q: One step is not a simulation.

A: Induction on the step number extends the result to a whole trajectory. Here the letters change: `q` and `u` are positions and velocities, and `τ n` is the length of step n, which may vary. Every step is assumed to solve its implicit equations.

This bears on classical molecular dynamics with finitely many particles and pair potentials in open space: in such a run with secant coefficients, drift in these totals points to solver error, rounding or a coding fault. The step length can influence the first two, but a finite step causes no drift when the equations are solved exactly.

```lean
/-- With secant coefficients, symmetric pair energies and symmetric prescribed values, a trajectory
whose steps, possibly of varying length, all solve the implicit equations keeps its initial energy,
momentum and angular momentum. -/
theorem secant_trajectory_conserved {V : ι → ι → ℝ → ℝ} {c : ℕ → ι → ι → ℝ}
    {τ : ℕ → ℝ} {q u : ℕ → ι → Fin 3 → ℝ}
    (hV : ∀ i j, V i j = V j i) (hc : ∀ n i j, c n i j = c n j i)
    (hs : ∀ n, IsStep m (secant V (c n) (q n) (q (n + 1))) (τ n)
      (q n) (u n) (q (n + 1)) (u (n + 1))) (n : ℕ) :
    energy m V (q n) (u n) = energy m V (q 0) (u 0) ∧
      momentum m (u n) = momentum m (u 0) ∧
      angularMomentum m (q n) (u n) = angularMomentum m (q 0) (u 0) := by
  induction n with
  | zero => exact ⟨rfl, rfl, rfl⟩
  | succ n ih =>
    obtain ⟨hg, hm⟩ := secant_symm_matched hV (hc n) (q n) (q (n + 1))
    obtain ⟨h1, h2, h3⟩ := energy_momentum_conserved hg (hs n) hm
    exact ⟨h1.trans ih.1, h2.trans ih.2.1, h3.trans ih.2.2⟩
```

Q: Can anything that moves satisfy the conditions for a single step?

A: The same two masses and spring, now with every g_ij = 1 and h = 1, move to (±1, ±2, 0) with velocities (∓4, ±1, 0). Lean checks both update equations component by component, and the matching condition is an identity for this spring. The energy is 9 + 18 = 27 before and 17 + 10 = 27 after.

```lean
/-- Two unit masses joined by a spring with pair energy `r ^ 2 / 2` make a concrete implicit step of
length one, with all coefficients equal to one and matched to the pair energy. -/
theorem spring_witness :
    IsStep (fun _ : Fin 2 => (1 : ℝ)) (fun _ _ => 1) 1
      ![![3, 0, 0], ![-3, 0, 0]] ![![0, 3, 0], ![0, -3, 0]]
      ![![1, 2, 0], ![-1, -2, 0]] ![![-4, 1, 0], ![4, -1, 0]] ∧
    Matched (fun _ _ r => r ^ 2 / 2) (fun _ _ : Fin 2 => (1 : ℝ))
      ![![3, 0, 0], ![-3, 0, 0]] ![![1, 2, 0], ![-1, -2, 0]] := by
  refine ⟨⟨?_, ?_⟩, ?_⟩
  · intro i
    ext k
    fin_cases i <;> fin_cases k <;> simp [mid] <;> norm_num
  · intro i
    ext k
    fin_cases i <;> fin_cases k <;> simp [mid, pairForce, Fin.sum_univ_two] <;> norm_num
  · intro i j
    show (1 : ℝ) * (sep _ i j ^ 2 - sep _ i j ^ 2) / 2
      = sep _ i j ^ 2 / 2 - sep _ i j ^ 2 / 2
    ring

end

end EnergyMomentumPairIntegrator
```

```lean
#print axioms EnergyMomentumPairIntegrator.energy_momentum_conserved
-- 'EnergyMomentumPairIntegrator.energy_momentum_conserved' depends on axioms: [propext, Classical.choice, Quot.sound]
#print axioms EnergyMomentumPairIntegrator.secant_trajectory_conserved
-- 'EnergyMomentumPairIntegrator.secant_trajectory_conserved' depends on axioms: [propext, Classical.choice, Quot.sound]
```
